# For a traceless tensor D, tr(D²) fixes the sum of squared zero-field levels of a single spin

Q: Suppose my simulation halves every off-diagonal element of the zero-field tensor D by mistake. The levels are still real and still sum to zero, so the wrong splittings go unnoticed into a fit. What would expose them?

A: The sum of the squared levels. For one spin σ, with H = Σ D_kl S_k S_l and D real, symmetric and traceless,

tr H² = σ(σ+1)(2σ+1)(2σ−1)(2σ+3) tr(D²)/30.

You can check the full set of zero-field levels in an EPR simulation against this, with tr(D²) computed from the D you intended, provided H has only this quadratic term.

```lean
import Mathlib

open Matrix (trace diagonal trace_mul_comm)
open Complex (I)

namespace ZeroFieldSplitting

noncomputable section

variable {n : Type*} [Fintype n] [DecidableEq n]
```

Q: What does "spin" mean in the code?

A: Three complex matrices x, y, z with the angular-momentum commutators, in units of ħ. Hermiticity is not required.

```lean
/-- The angular-momentum commutation relations for three matrices, in units of ħ. -/
structure IsSpin (x y z : Matrix n n ℂ) : Prop where
  xy : x * y - y * x = I • z
  yz : y * z - z * y = I • x
  zx : z * x - x * z = I • y
```

Q: And the Hamiltonian?

A: `zfs D S` is the double sum above, with `S 0`, `S 1`, `S 2` for S_x, S_y, S_z. `quad a b` is ab + ba, without the customary factor 1/2.

```lean
/-- The symmetrised product `ab + ba` of two spin components. -/
def quad (a b : Matrix n n ℂ) : Matrix n n ℂ := a * b + b * a

/-- The zero-field splitting Hamiltonian `∑ D_kl S_k S_l`. -/
def zfs (D : Matrix (Fin 3) (Fin 3) ℝ) (S : Fin 3 → Matrix n n ℂ) : Matrix n n ℂ :=
  ∑ k, ∑ l, (D k l : ℂ) • (S k * S l)
```

Q: Where does rotational symmetry enter?

A: Through the trace of a commutator, which is zero. If [z,a] = ia' and [z,b] = ib', then

0 = tr [z,ab] = i(tr(a'b) + tr(ab')).

`trace_rotation` states this, and `IsSpin.cycle` lets us relabel the axes.

```lean
omit [DecidableEq n] in
/-- The commutation relations are unchanged by a cyclic relabelling of the axes. -/
theorem IsSpin.cycle {x y z : Matrix n n ℂ} (h : IsSpin x y z) : IsSpin y z x :=
  ⟨h.yz, h.zx, h.xy⟩

/-- Rotation invariance of the trace: if commutation with `z` sends `a` to `i a'` and `b` to
`i b'`, then `tr(a' b) + tr(a b') = 0`. -/
theorem trace_rotation {z a a' b b' : Matrix n n ℂ} (ha : z * a - a * z = I • a')
    (hb : z * b - b * z = I • b') : trace (a' * b) + trace (a * b') = 0 := by
  have h1 : I • (a' * b + a * b') = z * (a * b) - a * b * z := by
    calc I • (a' * b + a * b') = (I • a') * b + a * (I • b') := by
          rw [Matrix.smul_mul, Matrix.mul_smul, smul_add]
      _ = z * (a * b) - a * b * z := by rw [← ha, ← hb]; noncomm_ring
  have h2 := congrArg trace h1
  rw [Matrix.trace_smul, Matrix.trace_add, Matrix.trace_sub, trace_mul_comm z, sub_self,
    smul_eq_mul] at h2
  exact (mul_eq_zero.mp h2).resolve_left Complex.I_ne_zero
```

Q: Which operators do you rotate?

A: The quadratic ones. Write q_xy = xy + yx, and likewise for the other pairs. The product rule for commutators gives

[z,x²] = i q_xy, [z,y²] = −i q_xy,
[z,q_xy] = 2i(y² − x²), [z,q_zx] = i q_yz.

```lean
/-- The commutators of `S_z` with `S_x²`, `S_y²`, `S_x S_y + S_y S_x` and
`S_z S_x + S_x S_z`. -/
theorem IsSpin.rotate {x y z : Matrix n n ℂ} (h : IsSpin x y z) :
    z * (x * x) - x * x * z = I • quad x y ∧
    z * (y * y) - y * y * z = I • (-quad x y) ∧
    z * quad x y - quad x y * z = I • ((2 : ℂ) • (y * y - x * x)) ∧
    z * quad z x - quad z x * z = I • quad y z := by
  have zy : z * y - y * z = I • (-x) := by rw [smul_neg, ← h.yz, neg_sub]
  -- the commutator with z is a derivation
  have k1 : ∀ a b : Matrix n n ℂ,
      z * (a * b) - a * b * z = (z * a - a * z) * b + a * (z * b - b * z) := by
    intro a b; noncomm_ring
  have k2 : ∀ a b : Matrix n n ℂ,
      z * quad a b - quad a b * z = quad (z * a - a * z) b + quad a (z * b - b * z) := by
    intro a b; unfold quad; noncomm_ring
  refine ⟨?_, ?_, ?_, ?_⟩
  · rw [k1, h.zx]; simp only [quad, Matrix.smul_mul, Matrix.mul_smul]; module
  · rw [k1, zy]; simp only [quad, Matrix.smul_mul, Matrix.mul_smul, neg_mul, mul_neg]; module
  · rw [k2, h.zx, zy]
    simp only [quad, Matrix.smul_mul, Matrix.mul_smul, neg_mul, mul_neg]; module
  · rw [k2, h.zx, sub_self]
    simp only [quad, Matrix.smul_mul, Matrix.mul_smul, zero_mul, mul_zero]; module
```

Now put pairs into the trace rule. The pair x², x² gives 2 tr(q_xy x²) = 0. The pair y², y² gives tr(q_xy y²) = 0, and x², z² gives tr(q_xy z²) = 0.

```lean
/-- `S_x S_y + S_y S_x` is trace-orthogonal to the squares of all three spin components. -/
theorem IsSpin.quad_sq {x y z : Matrix n n ℂ} (h : IsSpin x y z) :
    trace (quad x y * (x * x)) = 0 ∧ trace (quad x y * (y * y)) = 0 ∧
    trace (quad x y * (z * z)) = 0 := by
  obtain ⟨hp, hq, -, -⟩ := h.rotate
  have hr : z * (z * z) - z * z * z = I • (0 : Matrix n n ℂ) := by simp [mul_assoc]
  have e1 := trace_rotation hp hp
  have e2 := trace_rotation hq hq
  have e3 := trace_rotation hp hr
  rw [trace_mul_comm (x * x)] at e1
  rw [trace_mul_comm (y * y), neg_mul, Matrix.trace_neg] at e2
  rw [mul_zero, Matrix.trace_zero, add_zero] at e3
  exact ⟨by linear_combination e1 / 2, by linear_combination -e2 / 2, e3⟩
```

The pair q_xy, q_zx gives

2 tr((y² − x²)q_zx) + tr(q_xy q_yz) = 0,

and the first term vanishes by the previous result.

```lean
/-- `S_x S_y + S_y S_x` and `S_y S_z + S_z S_y` are trace-orthogonal. -/
theorem IsSpin.quad_quad {x y z : Matrix n n ℂ} (h : IsSpin x y z) :
    trace (quad x y * quad y z) = 0 := by
  obtain ⟨-, -, hw, hv⟩ := h.rotate
  obtain ⟨-, h1, h2⟩ := h.cycle.cycle.quad_sq
  have e := trace_rotation hw hv
  simp only [Matrix.smul_mul, sub_mul, Matrix.trace_smul, Matrix.trace_sub, smul_eq_mul] at e
  rw [trace_mul_comm (y * y), trace_mul_comm (x * x), h1, h2] at e
  linear_combination e
```

Q: That leaves the nonzero traces.

A: Let N be the dimension, x² + y² + z² = X·1, a = tr x⁴, b = tr(x²y²) and c = tr(q_xy²). Pairing q_xy with 1 gives tr x² = tr y², and cyclically all three equal XN/3. Pairing z² with q_xy gives tr(z²y²) = tr(z²x²), so the mixed traces agree too. Three equations follow:

c = 2a − 2b, from the pair x², q_xy;
a + 2b = X²N/3, from multiplying the sum of squares by x²;
c = 4b − XN/3, from q_xy² = (xy−yx)² + 2(xyyx+yxxy) and xy − yx = iz.

Their solution is

a = X(3X−1)N/15, b = X(2X+1)N/30, c = X(4X−3)N/15.

In Lean, `noncomm_ring` checks the operator identity and `linear_combination` solves the system.

```lean
/-- The quartic spin traces `tr S_x⁴`, `tr S_x² S_y²` and `tr (S_x S_y + S_y S_x)²` when the
total spin squared is the number `X`. -/
theorem IsSpin.quartic {x y z : Matrix n n ℂ} (h : IsSpin x y z) {X : ℂ}
    (hC : x * x + y * y + z * z = X • (1 : Matrix n n ℂ)) :
    trace (x * x * (x * x)) = X * (3 * X - 1) * Fintype.card n / 15 ∧
    trace (x * x * (y * y)) = X * (2 * X + 1) * Fintype.card n / 30 ∧
    trace (quad x y * quad x y) = X * (4 * X - 3) * Fintype.card n / 15 := by
  -- equivalence of the two axes perpendicular to a rotation axis
  have axis : ∀ {a b c : Matrix n n ℂ}, IsSpin a b c →
      trace (b * b) = trace (a * a) ∧ trace (c * c * (b * b)) = trace (c * c * (a * a)) := by
    intro a b c g
    obtain ⟨-, -, hw, -⟩ := g.rotate
    have h1 : c * 1 - 1 * c = I • (0 : Matrix n n ℂ) := by simp
    have hr : c * (c * c) - c * c * c = I • (0 : Matrix n n ℂ) := by simp [mul_assoc]
    have e1 := trace_rotation hw h1
    have e2 := trace_rotation hr hw
    simp only [mul_one, mul_zero, Matrix.trace_zero, add_zero, Matrix.trace_smul,
      Matrix.trace_sub, smul_eq_mul] at e1
    simp only [zero_mul, Matrix.trace_zero, zero_add, Matrix.mul_smul, mul_sub,
      Matrix.trace_smul, Matrix.trace_sub, smul_eq_mul] at e2
    exact ⟨by linear_combination e1 / 2, by linear_combination e2 / 2⟩
  obtain ⟨a1, -⟩ := axis h
  obtain ⟨a2, a3⟩ := axis h.cycle
  obtain ⟨hp, -, hw, -⟩ := h.rotate
  have e1 := trace_rotation hp hw
  simp only [Matrix.mul_smul, mul_sub, Matrix.trace_smul, Matrix.trace_sub, smul_eq_mul] at e1
  -- reordering the square of the symmetrised product
  have e2 : trace (quad x y * quad x y) = 4 * trace (x * x * (y * y)) - trace (z * z) := by
    have k : quad x y * quad x y = (x * y - y * x) * (x * y - y * x)
        + (x * (y * y * x) + x * (y * y * x) + y * (x * x * y) + y * (x * x * y)) := by
      unfold quad; noncomm_ring
    have t1 : trace (x * (y * y * x)) = trace (x * x * (y * y)) := by
      rw [trace_mul_comm x, mul_assoc (y * y), trace_mul_comm (y * y)]
    have t2 : trace (y * (x * x * y)) = trace (x * x * (y * y)) := by
      rw [trace_mul_comm y, mul_assoc (x * x)]
    rw [k, h.xy]
    simp only [Matrix.smul_mul, Matrix.mul_smul, smul_smul, Complex.I_mul_I, neg_smul, one_smul,
      Matrix.trace_add, Matrix.trace_neg, t1, t2]
    ring
  have c1 := congrArg trace hC
  have c2 := congrArg (fun A => trace (x * x * A)) hC
  simp only [Matrix.trace_add, Matrix.trace_smul, Matrix.trace_one, smul_eq_mul] at c1
  simp only [mul_add, Matrix.mul_smul, mul_one, Matrix.trace_add, Matrix.trace_smul,
    smul_eq_mul] at c2
  have t : trace (x * x) = X * Fintype.card n / 3 := by
    linear_combination c1 / 3 - 2 / 3 * a1 - a2 / 3
  have tz : trace (z * z) = X * Fintype.card n / 3 := by rw [a2, a1, t]
  rw [a3, t] at c2
  rw [tz] at e2
  have b : trace (x * x * (y * y)) = X * (2 * X + 1) * Fintype.card n / 30 := by
    linear_combination c2 / 5 + e1 / 10 - e2 / 10
  exact ⟨by linear_combination c2 - 2 * b, b, by linear_combination e2 + 4 * b⟩
```

Q: How does D come in?

A: Expanding H² leaves

tr H² = a Σ_k D_kk² + 2b Σ_{k<l} D_kk D_ll + c Σ_{k<l} D_kl².

Since a − b = c/2, this equals (c/2) tr(D²) + b(tr D)², and the last term is zero. Setting X = σ(σ+1) and N = 2σ+1 gives the formula, because 4X − 3 = (2σ−1)(2σ+3).

In the theorem, `hσ` sets σ = s/2, the matrices have size s+1, and `hC` fixes the total spin squared, which selects a single spin-σ multiplet.

```lean
/-- Second-moment invariant: for spin `σ = s/2` and a real symmetric traceless `D`,
`tr H² = σ(σ+1)(2σ+1)(2σ-1)(2σ+3) tr(D²)/30`. -/
theorem trace_zfs_sq {s : ℕ} {σ : ℝ} (hσ : σ = s / 2)
    {S : Fin 3 → Matrix (Fin (s + 1)) (Fin (s + 1)) ℂ} (h : IsSpin (S 0) (S 1) (S 2))
    (hC : S 0 * S 0 + S 1 * S 1 + S 2 * S 2 = ((σ * (σ + 1) : ℝ) : ℂ) • 1)
    {D : Matrix (Fin 3) (Fin 3) ℝ} (hs : D.IsSymm) (ht : trace D = 0) :
    trace (zfs D S * zfs D S) =
      ((σ * (σ + 1) * (2 * σ + 1) * (2 * σ - 1) * (2 * σ + 3) * trace (D * D) / 30 : ℝ) : ℂ) := by
  have h10 : D 1 0 = D 0 1 := hs.apply 0 1
  have h20 : D 2 0 = D 0 2 := hs.apply 0 2
  have h21 : D 2 1 = D 1 2 := hs.apply 1 2
  have hH : zfs D S = (D 0 0 : ℂ) • (S 0 * S 0) + (D 1 1 : ℂ) • (S 1 * S 1)
      + (D 2 2 : ℂ) • (S 2 * S 2) + (D 0 1 : ℂ) • quad (S 0) (S 1)
      + (D 1 2 : ℂ) • quad (S 1) (S 2) + (D 0 2 : ℂ) • quad (S 2) (S 0) := by
    simp only [zfs, Fin.sum_univ_three, quad, h10, h20, h21]; module
  have hD : trace (D * D) = D 0 0 ^ 2 + D 1 1 ^ 2 + D 2 2 ^ 2
      + 2 * (D 0 1 ^ 2 + D 1 2 ^ 2 + D 0 2 ^ 2) := by
    simp only [Matrix.trace, Matrix.diag_apply, Matrix.mul_apply, Fin.sum_univ_three,
      h10, h20, h21]
    ring
  have ht' : (D 0 0 : ℂ) + D 1 1 + D 2 2 = 0 := by
    simp only [Matrix.trace, Matrix.diag_apply, Fin.sum_univ_three] at ht
    exact_mod_cast ht
  have hN : (Fintype.card (Fin (s + 1)) : ℂ) = 2 * (σ : ℂ) + 1 := by
    rw [Fintype.card_fin, hσ]; push_cast; ring
  have flip : ∀ {A B : Matrix (Fin (s + 1)) (Fin (s + 1)) ℂ} {c : ℂ},
      trace (A * B) = c → trace (B * A) = c := fun g => (trace_mul_comm _ _).trans g
  -- all pairings of the six quadratic spin operators
  obtain ⟨p1, p2, p3⟩ := h.quartic hC
  obtain ⟨q1, q2, q3⟩ := h.cycle.quartic (by rw [← hC]; abel)
  obtain ⟨r1, r2, r3⟩ := h.cycle.cycle.quartic (by rw [← hC]; abel)
  obtain ⟨u1, u2, u3⟩ := h.quad_sq
  obtain ⟨v1, v2, v3⟩ := h.cycle.quad_sq
  obtain ⟨w1, w2, w3⟩ := h.cycle.cycle.quad_sq
  have o1 := h.quad_quad
  have o2 := h.cycle.quad_quad
  have o3 := h.cycle.cycle.quad_quad
  rw [hH, hD]
  simp only [mul_add, add_mul, Matrix.smul_mul, Matrix.mul_smul, Matrix.trace_add,
    Matrix.trace_smul, smul_eq_mul, p1, p2, p3, q1, q2, q3, r1, r2, r3, flip p2, flip q2, flip r2,
    u1, u2, u3, v1, v2, v3, w1, w2, w3, flip u1, flip u2, flip u3, flip v1, flip v2, flip v3,
    flip w1, flip w2, flip w3, o1, o2, o3, flip o1, flip o2, flip o3, hN]
  push_cast
  linear_combination ((σ : ℂ) * (σ + 1) * (2 * (σ * (σ + 1)) + 1) * (2 * σ + 1) / 30)
    * ((D 0 0 : ℂ) + D 1 1 + D 2 2) * ht'
```

Q: Don't the commutators already imply `hC`?

A: No. Three zero 3×3 matrices satisfy the commutators and give H = 0, whereas the spin-1 formula gives tr(D²).

Q: I measure levels, not traces.

A: If a unitary U diagonalises H with real levels E_i, the trace is Σ E_i². Here U and the levels are hypotheses; for Hermitian spin matrices the spectral theorem supplies them. This is a total, so divide by 2σ+1 for the mean square.

```lean
/-- If a unitary `U` diagonalises the zero-field Hamiltonian of a spin `σ = s/2` with real
symmetric traceless `D`, the squares of the levels `E_i` sum to the invariant. -/
theorem sum_levels_sq {s : ℕ} {σ : ℝ} (hσ : σ = s / 2)
    {S : Fin 3 → Matrix (Fin (s + 1)) (Fin (s + 1)) ℂ} (h : IsSpin (S 0) (S 1) (S 2))
    (hC : S 0 * S 0 + S 1 * S 1 + S 2 * S 2 = ((σ * (σ + 1) : ℝ) : ℂ) • 1)
    {D : Matrix (Fin 3) (Fin 3) ℝ} (hs : D.IsSymm) (ht : trace D = 0)
    {U : Matrix (Fin (s + 1)) (Fin (s + 1)) ℂ} (hU : U ∈ Matrix.unitaryGroup (Fin (s + 1)) ℂ)
    {E : Fin (s + 1) → ℝ} (hE : zfs D S * U = U * diagonal fun i => (E i : ℂ)) :
    ∑ i, E i * E i =
      σ * (σ + 1) * (2 * σ + 1) * (2 * σ - 1) * (2 * σ + 3) * trace (D * D) / 30 := by
  have h1 : star U * U = 1 := Matrix.mem_unitaryGroup_iff'.mp hU
  have h2 : U * star U = 1 := Matrix.mem_unitaryGroup_iff.mp hU
  have key := trace_zfs_sq hσ h hC hs ht
  -- the trace does not depend on the basis
  have e : trace (zfs D S * zfs D S) =
      trace ((diagonal fun i => (E i : ℂ)) * diagonal fun i => (E i : ℂ)) := by
    calc trace (zfs D S * zfs D S) = trace (zfs D S * zfs D S * U * star U) := by
          rw [mul_assoc _ U, h2, mul_one]
      _ = trace (star U * (zfs D S * (zfs D S * U))) := by
          rw [trace_mul_comm _ (star U), mul_assoc (zfs D S)]
      _ = _ := by
          rw [hE, ← mul_assoc (zfs D S), hE, mul_assoc U, ← mul_assoc (star U), h1, one_mul]
  rw [e, Matrix.diagonal_mul_diagonal, Matrix.trace_diagonal] at key
  exact_mod_cast key
```

Q: And the usual scalars D and E?

A: They correspond to principal values E − D/3, −E − D/3 and 2D/3, whose squares sum to 2(D² + 3E²)/3. Here D is a number, not the tensor, and E is the rhombic parameter, not a level.

```lean
/-- For `H = D (S_z² - σ(σ+1)/3) + E (S_x² - S_y²)` and spin `σ = s/2`,
`tr H² = σ(σ+1)(2σ+1)(2σ-1)(2σ+3)(D² + 3E²)/45`. -/
theorem trace_sq_axial_rhombic {s : ℕ} {σ : ℝ} (hσ : σ = s / 2)
    {S : Fin 3 → Matrix (Fin (s + 1)) (Fin (s + 1)) ℂ} (h : IsSpin (S 0) (S 1) (S 2))
    (hC : S 0 * S 0 + S 1 * S 1 + S 2 * S 2 = ((σ * (σ + 1) : ℝ) : ℂ) • 1) (D E : ℝ)
    {H : Matrix (Fin (s + 1)) (Fin (s + 1)) ℂ}
    (hH : H = (D : ℂ) • (S 2 * S 2 - ((σ * (σ + 1) / 3 : ℝ) : ℂ) • 1)
      + (E : ℂ) • (S 0 * S 0 - S 1 * S 1)) :
    trace (H * H) = ((σ * (σ + 1) * (2 * σ + 1) * (2 * σ - 1) * (2 * σ + 3)
      * (D ^ 2 + 3 * E ^ 2) / 45 : ℝ) : ℂ) := by
  have h1 : ((σ * (σ + 1) / 3 : ℝ) : ℂ) • (1 : Matrix (Fin (s + 1)) (Fin (s + 1)) ℂ)
      = (1 / 3 : ℂ) • (S 0 * S 0 + S 1 * S 1 + S 2 * S 2) := by
    rw [hC, smul_smul]; congr 1; push_cast; ring
  -- the principal values of the corresponding tensor
  have h2 : H = zfs (diagonal ![E - D / 3, -E - D / 3, 2 * D / 3]) S := by
    rw [hH, h1]
    simp [zfs, Fin.sum_univ_three, Matrix.diagonal_apply]
    module
  rw [h2, trace_zfs_sq hσ h hC (Matrix.isSymm_diagonal _)
    (by simp [Matrix.trace_diagonal, Fin.sum_univ_three]; ring)]
  congr 1
  simp [Matrix.diagonal_mul_diagonal, Matrix.trace_diagonal, Fin.sum_univ_three]
  ring
```

Q: Do any matrices meet these conditions?

A: The standard spin-1 matrices do, checked entry by entry.

```lean
/-- The standard spin-1 matrices in the basis of `S_z` states. -/
def spinOne : Fin 3 → Matrix (Fin 3) (Fin 3) ℂ :=
  ![((√2 / 2 : ℝ) : ℂ) • !![0, 1, 0; 1, 0, 1; 0, 1, 0],
    ((√2 / 2 : ℝ) : ℂ) • !![0, -I, 0; I, 0, -I; 0, I, 0],
    !![1, 0, 0; 0, 0, 0; 0, 0, -1]]

/-- The standard spin-1 matrices satisfy the commutation relations and `S² = 1(1+1)`. -/
theorem spinOne_witness : IsSpin (spinOne 0) (spinOne 1) (spinOne 2) ∧
    spinOne 0 * spinOne 0 + spinOne 1 * spinOne 1 + spinOne 2 * spinOne 2
      = ((1 * (1 + 1) : ℝ) : ℂ) • 1 := by
  have hc : ((√2 / 2 : ℝ) : ℂ) * ((√2 / 2 : ℝ) : ℂ) = 1 / 2 := by
    have h2 : √2 / 2 * (√2 / 2) = (1 / 2 : ℝ) := by
      nlinarith [Real.mul_self_sqrt (show (0 : ℝ) ≤ 2 by norm_num)]
    rw [← Complex.ofReal_mul, h2]; norm_num
  have s0 : spinOne 0 = ((√2 / 2 : ℝ) : ℂ) • !![0, 1, 0; 1, 0, 1; 0, 1, 0] := rfl
  have s1 : spinOne 1 = ((√2 / 2 : ℝ) : ℂ) • !![0, -I, 0; I, 0, -I; 0, I, 0] := rfl
  have s2 : spinOne 2 = !![1, 0, 0; 0, 0, 0; 0, 0, -1] := rfl
  rw [s0, s1, s2]
  generalize ((√2 / 2 : ℝ) : ℂ) = c at hc
  refine ⟨⟨?_, ?_, ?_⟩, ?_⟩ <;>
    simp only [Matrix.smul_mul, Matrix.mul_smul, smul_smul, hc] <;>
    ext i j <;> fin_cases i <;> fin_cases j <;>
    simp <;> ring_nf <;> simp [Complex.I_sq]

end

end ZeroFieldSplitting
```

```lean
#print axioms ZeroFieldSplitting.sum_levels_sq
#print axioms ZeroFieldSplitting.trace_sq_axial_rhombic
```

```
'ZeroFieldSplitting.sum_levels_sq' depends on axioms: [propext, Classical.choice, Quot.sound]
'ZeroFieldSplitting.trace_sq_axial_rhombic' depends on axioms: [propext, Classical.choice, Quot.sound]
```

Q: What about the smallest spins?

A: For σ = 0 and σ = 1/2 the prefactor vanishes. With Hermitian spin matrices every level is then zero, as expected: a spin 1/2 has no zero-field splitting.

Q: So what must I still justify?

A: That your molecule's low-lying states really form one spin multiplet governed by this H, without fourth-order, hyperfine or Zeeman terms.
